# With a quadratic on-site repulsion and single-site targets, optimal damping from one occupied site fills one more equivalent site per step until all are equally occupied

An implementation of optimal damping can be checked by running it on a model whose iterates are known and comparing the energies step by step. Take $M$ equivalent sites, put one unit of charge on one of them, and let the energy be $(U/2)\sum_i n(i)^2$ with $U>0$. If every step mixes towards a unit charge on a single site of smallest gradient, with the weight in $[0,1]$ that minimises the energy, then after $k<M$ steps the charge must be shared equally by $k+1$ sites, and the energy must be $U/(2(k+1))$, whichever of the tied sites is chosen. An implementation that spreads its target over several tied sites can correctly give other energies, so the comparison does not apply to it.

## Charge on equivalent sites

The sites form a finite type `ι`, and $M$ is `Fintype.card ι`. An occupation is a function $n$ from sites to real numbers.

In Lean 4 with Mathlib:

```lean
import Mathlib

open Finset

namespace EquivalentSites

noncomputable section

variable {ι : Type*} [Fintype ι] [DecidableEq ι]
```

The energy is
$$E(n)=\frac U2\sum_i n(i)^2 .$$
The constant $U$ stands for the classical repulsion of charge on the same site, without exchange, so even the charge of a single electron repels itself. The results below on steps, trajectories and lower bounds assume $U>0$. There is no hopping, no interaction between sites and no difference in their bare energies.

```lean
/-- The energy `(U/2) ∑ n(i)²` of occupations `n` on equivalent sites. -/
def energy (U : ℝ) (n : ι → ℝ) : ℝ := U / 2 * ∑ i, n i ^ 2
```

Differentiating with respect to $n(i)$ gives the site energy $U\,n(i)$.

```lean
/-- The site energies `U n(i)`, the components of the energy gradient. -/
def gradient (U : ℝ) (n : ι → ℝ) (i : ι) : ℝ := U * n i
```

## One damping step

Mixing $n$ with a unit charge on site $j$, with weight $t$, gives
$$n'(i)=(1-t)\,n(i)+t\,\delta_{ij}.$$

```lean
/-- The mixture of the occupations `n`, with weight `1 - t`, and a unit charge on site `j`,
with weight `t`. -/
def damp (n : ι → ℝ) (j : ι) (t : ℝ) : ι → ℝ :=
  fun i => (1 - t) * n i + t * (if i = j then 1 else 0)
```

The occupations that will occur are equal ones: $1/m$ on each site of a set $S$ with $m=|S|$, and zero elsewhere.

```lean
/-- The occupation `1/|S|` on each site in `S` and zero elsewhere. For nonempty `S` this is a unit
charge shared equally by the sites in `S`. -/
def uniform (S : Finset ι) : ι → ℝ := fun i => if i ∈ S then 1 / (S.card : ℝ) else 0
```

An optimal-damping step chooses a site $j$ with the smallest $U\,n(j)$, then a weight $t\in[0,1]$ that minimises the energy along the segment. For one particle with a site-diagonal mean field, this is filling the lowest level followed by a line search. `IsStep` is a relation and not a function, so it admits every choice among tied sites. It does not admit a target that is itself spread over several tied sites.

```lean
/-- One step of optimal damping: choose a site of smallest gradient and mix towards it with a
parameter in `[0,1]` that minimises the energy. -/
def IsStep (U : ℝ) (n n' : ι → ℝ) : Prop :=
  ∃ (j : ι) (t : ℝ), (∀ i, gradient U n j ≤ gradient U n i) ∧ t ∈ Set.Icc (0 : ℝ) 1 ∧
    (∀ s ∈ Set.Icc (0 : ℝ) 1, energy U (damp n j t) ≤ energy U (damp n j s)) ∧
    n' = damp n j t
```

A trajectory $n_0,n_1,\dots$ starts with all charge on $i_0$, and its first $M-1$ changes are such steps. Nothing is required of it afterwards. For $M=1$ only the starting condition remains.

```lean
/-- A sequence that starts with all charge on site `i₀` and whose first `M - 1` steps are
optimal-damping steps, where `M` is the number of sites. -/
def IsTrajectory (U : ℝ) (i₀ : ι) (n : ℕ → ι → ℝ) : Prop :=
  n 0 = Pi.single i₀ 1 ∧ ∀ k, k + 1 < Fintype.card ι → IsStep U (n k) (n (k + 1))
```

## The gradient is the derivative of the energy

Along any direction $d$,
$$\frac{d}{ds}E(n+sd)\Big|_{s=0}=\frac U2\sum_i 2n(i)d(i)=\sum_i U\,n(i)\,d(i),$$
which confirms that `gradient` belongs to `energy`. The proof differentiates each square and sums.

```lean
omit [DecidableEq ι] in
/-- The derivative of the energy along a direction `d` is the pairing of the gradient with `d`. -/
theorem hasDerivAt_energy (U : ℝ) (n d : ι → ℝ) :
    HasDerivAt (fun s : ℝ => energy U (fun i => n i + s * d i))
      (∑ i, gradient U n i * d i) 0 := by
  have h : ∀ i ∈ (univ : Finset ι),
      HasDerivAt (fun s : ℝ => (n i + s * d i) ^ 2) (2 * n i * d i) 0 := by
    intro i _
    have h1 := (((hasDerivAt_id' (0 : ℝ)).mul_const (d i)).const_add (n i)).fun_pow 2
    exact h1.congr_deriv (by simp)
  refine ((HasDerivAt.fun_sum h).const_mul (U / 2)).congr_deriv ?_
  rw [Finset.mul_sum]
  exact Finset.sum_congr rfl fun i _ => by unfold gradient; ring
```

## The line search is a parabola

For equal occupation of $m\ge1$ sites, the sum of squares is $m\cdot(1/m)^2=1/m$, so the energy is $U/(2m)$. The theorem states this as $m\,E=U/2$.

```lean
/-- For a unit charge shared equally by the sites in a nonempty set `S`, the energy times the number
of these sites is `U/2`. -/
theorem energy_uniform (U : ℝ) {S : Finset ι} (hS : S.Nonempty) :
    (S.card : ℝ) * energy U (uniform S) = U / 2 := by
  have hm : (S.card : ℝ) ≠ 0 := by exact_mod_cast hS.card_pos.ne'
  have h : ∑ i, uniform S i ^ 2 = (S.card : ℝ) * (1 / (S.card : ℝ)) ^ 2 := by
    calc ∑ i, uniform S i ^ 2 = ∑ i, if i ∈ S then (1 / (S.card : ℝ)) ^ 2 else 0 :=
          Finset.sum_congr rfl fun i _ => by unfold uniform; split_ifs <;> simp
      _ = _ := by rw [Finset.sum_ite_mem, Finset.univ_inter, Finset.sum_const, nsmul_eq_mul]
  rw [energy, h]
  field_simp
```

Now mix towards an empty site $j\notin S$. The old charge and the new site do not overlap, so there is no cross term:
$$E(t)=(1-t)^2\frac{U}{2m}+\frac U2t^2=\frac{U}{2m}\left[(m+1)t^2-2t+1\right].$$
Completing the square gives
$$E(t)=\frac{U}{2(m+1)}+\frac{U(m+1)}{2m}\left(t-\frac1{m+1}\right)^2 .$$
In the proof, `h` records the missing cross term, `hE` and `hu` give the first form of $E(t)$, and the closing algebra completes the square.

```lean
/-- The energy after mixing an equal occupation of `m ≥ 1` sites towards an empty site with weight
`t`, written as a constant plus a multiple of `(t - 1/(m+1))²`. -/
theorem energy_damp_uniform (U : ℝ) {S : Finset ι} (hS : S.Nonempty) {j : ι} (hj : j ∉ S)
    (t : ℝ) : energy U (damp (uniform S) j t) = U / (2 * ((S.card : ℝ) + 1)) +
      U * ((S.card : ℝ) + 1) / (2 * S.card) * (t - 1 / ((S.card : ℝ) + 1)) ^ 2 := by
  have hm : (0 : ℝ) < S.card := by exact_mod_cast hS.card_pos
  have hm1 : (S.card : ℝ) + 1 ≠ 0 := by positivity
  have h0 : uniform S j = 0 := by simp [uniform, hj]
  -- the old charge and the new site do not overlap, so there is no cross term
  have h : ∀ i, damp (uniform S) j t i ^ 2 =
      (1 - t) ^ 2 * uniform S i ^ 2 + t ^ 2 * (if i = j then 1 else 0) := by
    intro i
    by_cases hi : i = j
    · rw [hi]; simp [damp, h0]
    · simp only [damp, if_neg hi]; ring
  have hE : energy U (damp (uniform S) j t) =
      (1 - t) ^ 2 * energy U (uniform S) + U / 2 * t ^ 2 := by
    simp only [energy, h, Finset.sum_add_distrib, ← Finset.mul_sum, Finset.sum_ite_eq',
      Finset.mem_univ, if_true]
    ring
  have hu : energy U (uniform S) = U / (2 * S.card) := by
    rw [eq_div_iff (by positivity)]
    linear_combination 2 * energy_uniform U hS
  rw [hE, hu]
  field_simp
  ring
```

At $t=1/(m+1)$ each old site holds
$$\left(1-\frac1{m+1}\right)\frac1m=\frac1{m+1},$$
and the new site holds $1/(m+1)$ as well. The mixture is therefore the equal occupation of $S\cup\{j\}$. The proof checks the new site, the old sites and the remaining empty sites separately.

```lean
omit [Fintype ι] in
/-- Mixing an equal occupation of `m` sites with weight `1/(m+1)` towards an empty site gives the
equal occupation of all `m+1` sites. -/
theorem damp_uniform {S : Finset ι} (hS : S.Nonempty) {j : ι} (hj : j ∉ S) :
    damp (uniform S) j (1 / ((S.card : ℝ) + 1)) = uniform (insert j S) := by
  have hm : (S.card : ℝ) ≠ 0 := by exact_mod_cast hS.card_pos.ne'
  have hm1 : (S.card : ℝ) + 1 ≠ 0 := by positivity
  ext i
  simp only [damp, uniform, Finset.card_insert_of_notMem hj, Finset.mem_insert]
  by_cases h : i = j
  · rw [h]; simp [hj]
  · by_cases hi : i ∈ S
    · simp only [h, hi, if_true, if_false, or_true]
      push_cast
      field_simp
      ring
    · simp [h, hi]
```

## Every possible step adds one site

Suppose that $S$ is neither empty nor the whole set of sites. An occupied site has gradient $U/m>0$ and an empty one has gradient $0$, so a site of smallest gradient is empty. The coefficient of the square in $E(t)$ is positive, so $t=1/(m+1)$, which lies in $[0,1]$, is the only minimiser. Every step thus leads to the equal occupation of $S\cup\{j\}$ for some $j\notin S$.

Conversely, each empty $j$ has the smallest gradient, and the same weight minimises the energy, so each such occupation can be reached. The theorem is this equivalence, and its two halves follow the two paragraphs here.

```lean
/-- From an equal occupation of some but not all sites, the optimal-damping steps are exactly
those that spread the charge equally over one more site. -/
theorem isStep_uniform_iff {U : ℝ} (hU : 0 < U) {S : Finset ι} (hS : S.Nonempty)
    (hS' : S ≠ univ) (n' : ι → ℝ) :
    IsStep U (uniform S) n' ↔ ∃ j, j ∉ S ∧ n' = uniform (insert j S) := by
  have hm : (0 : ℝ) < S.card := by exact_mod_cast hS.card_pos
  have hs : 1 / ((S.card : ℝ) + 1) ∈ Set.Icc (0 : ℝ) 1 :=
    ⟨by positivity, (div_le_one (by positivity)).2 (by linarith)⟩
  have hC : 0 < U * ((S.card : ℝ) + 1) / (2 * S.card) := by positivity
  constructor
  · rintro ⟨j, t, hg, -, hopt, rfl⟩
    -- a site of smallest gradient is empty
    have hj : j ∉ S := by
      intro hj
      obtain ⟨a, ha⟩ : ∃ a, a ∉ S := by
        by_contra h
        exact hS' (Finset.eq_univ_iff_forall.mpr fun a => by
          by_contra ha
          exact h ⟨a, ha⟩)
      have h1 := hg a
      simp only [gradient, uniform, if_pos hj, if_neg ha, mul_zero] at h1
      have h2 : 0 < U * (1 / (S.card : ℝ)) := by positivity
      linarith
    -- the line search has a unique minimiser
    have ht : t = 1 / ((S.card : ℝ) + 1) := by
      by_contra hne
      have h2 : 0 < (t - 1 / ((S.card : ℝ) + 1)) ^ 2 :=
        pow_pos_of_ne hne
      have h := hopt _ hs
      rw [energy_damp_uniform U hS hj t, energy_damp_uniform U hS hj (1 / ((S.card : ℝ) + 1)),
        sub_self, zero_pow two_ne_zero, mul_zero] at h
      exact absurd (le_of_add_le_add_left h) (not_le_of_gt (mul_pos hC h2))
    exact ⟨j, hj, by rw [ht, damp_uniform hS hj]⟩
  · rintro ⟨j, hj, rfl⟩
    refine ⟨j, 1 / ((S.card : ℝ) + 1), fun i => ?_, hs, fun s _ => ?_,
      (damp_uniform hS hj).symm⟩
    · simp only [gradient, uniform, if_neg hj, mul_zero]
      exact mul_nonneg hU.le (by split_ifs <;> first | exact le_rfl | positivity)
    · rw [energy_damp_uniform U hS hj s, energy_damp_uniform U hS hj (1 / ((S.card : ℝ) + 1)),
        sub_self, zero_pow two_ne_zero, mul_zero, add_zero]
      exact le_add_of_nonneg_right (mul_nonneg hC.le (sq_nonneg _))
where
  pow_pos_of_ne {a b : ℝ} (h : a ≠ b) : 0 < (a - b) ^ 2 := by
    have := sub_ne_zero.mpr h
    positivity
```

## Occupations and energy after k steps

At $k=0$ the charge occupies $\{i_0\}$, a set of one site. If $n_k$ is the equal occupation of $k+1$ sites and $k+1<M$, some site is still empty, and the equivalence makes $n_{k+1}$ the equal occupation of $k+2$ sites. By induction, for every $k<M$,
$$n_k(i)=\begin{cases}1/(k+1),& i\in S,\\0,& i\notin S,\end{cases}\qquad |S|=k+1,\qquad E(n_k)=\frac{U}{2(k+1)} .$$
The set $S$ may depend on how ties were broken; its size and the energy do not. In the proof, `key` is the induction, and the energy then follows from `energy_uniform`.

```lean
/-- After `k < M` steps of optimal damping from a single occupied site, the charge is shared
equally by `k+1` sites and the energy is exactly `U/(2(k+1))`. -/
theorem optimal_damping_exact {U : ℝ} (hU : 0 < U) {i₀ : ι} {n : ℕ → ι → ℝ}
    (h : IsTrajectory U i₀ n) {k : ℕ} (hk : k < Fintype.card ι) :
    (∃ S : Finset ι, S.card = k + 1 ∧ n k = uniform S) ∧
      energy U (n k) = U / (2 * ((k : ℝ) + 1)) := by
  have key : ∃ S : Finset ι, S.card = k + 1 ∧ n k = uniform S := by
    induction k with
    | zero =>
      refine ⟨{i₀}, by simp, ?_⟩
      rw [h.1]
      ext i
      simp [uniform, Pi.single_apply]
    | succ k ih =>
      obtain ⟨S, hc, hn⟩ := ih (by omega)
      have hS : S.Nonempty := Finset.card_pos.mp (by omega)
      have hS' : S ≠ univ := by
        intro hu
        rw [hu, Finset.card_univ] at hc
        omega
      have hstep := h.2 k hk
      rw [hn] at hstep
      obtain ⟨j, hj, hn'⟩ := (isStep_uniform_iff hU hS hS' _).1 hstep
      exact ⟨insert j S, by rw [Finset.card_insert_of_notMem hj, hc], hn'⟩
  refine ⟨key, ?_⟩
  obtain ⟨S, hc, hn⟩ := key
  have hE := energy_uniform U (S := S) (Finset.card_pos.mp (by omega))
  rw [hc] at hE
  push_cast at hE
  rw [hn, eq_div_iff (by positivity)]
  linear_combination 2 * hE
```

## No occupation of the same number of sites does better

Let $p$ be normalised and vanish outside $S$. The Cauchy-Schwarz inequality gives
$$1=\Big(\sum_{i\in S}p(i)\Big)^2\le|S|\sum_i p(i)^2,$$
hence $E(p)\ge U/(2|S|)$. Normalisation forces $S$ to be nonempty, and the signs of the $p(i)$ play no part. With $|S|=k+1$ the bound equals the energy of $n_k$: each iterate is as low in energy as its number of occupied sites permits.

```lean
omit [DecidableEq ι] in
/-- A normalised occupation that vanishes outside the set `S` of sites has energy at least
`U/(2|S|)`. -/
theorem energy_lower_bound {U : ℝ} (hU : 0 < U) {S : Finset ι} {p : ι → ℝ}
    (hp : ∑ i, p i = 1) (hsupp : ∀ i, i ∉ S → p i = 0) :
    U / (2 * (S.card : ℝ)) ≤ energy U p := by
  have h1 : ∑ i ∈ S, p i = 1 := by
    rw [← hp]
    exact Finset.sum_subset (Finset.subset_univ S) fun i _ hi => hsupp i hi
  have h2 : ∑ i ∈ S, p i ^ 2 = ∑ i, p i ^ 2 :=
    Finset.sum_subset (Finset.subset_univ S) fun i _ hi => by simp [hsupp i hi]
  have hS : S.Nonempty := by
    rw [Finset.nonempty_iff_ne_empty]
    intro h0
    rw [h0] at h1
    simp at h1
  have hm : (0 : ℝ) < S.card := by exact_mod_cast hS.card_pos
  -- Cauchy-Schwarz on the occupied sites
  have hcs := sq_sum_le_card_mul_sum_sq (s := S) (f := p)
  rw [h1, h2] at hcs
  rw [div_le_iff₀ (by positivity), energy]
  nlinarith [mul_le_mul_of_nonneg_left hcs hU.le]
```

## The minimum is reached when every site is occupied

The equal occupation of all sites lies in the probability simplex and has energy $U/(2M)$. If $n_k$ is a minimiser, then $U/(2(k+1))\le U/(2M)$, so $M\le k+1$; together with $k<M$ this gives $k+1=M$. Conversely, if $k+1=M$, the lower bound with $S$ equal to the set of all sites shows that no point of the simplex has lower energy.

```lean
/-- Among the iterates with `k < M`, the one after `k` steps minimises the energy over the
probability simplex exactly when `k + 1 = M`. -/
theorem minimum_reached_iff {U : ℝ} (hU : 0 < U) {i₀ : ι} {n : ℕ → ι → ℝ}
    (h : IsTrajectory U i₀ n) {k : ℕ} (hk : k < Fintype.card ι) :
    (∀ p ∈ stdSimplex ℝ ι, energy U (n k) ≤ energy U p) ↔ k + 1 = Fintype.card ι := by
  rw [(optimal_damping_exact hU h hk).2]
  constructor
  · intro hmin
    have hM : (Fintype.card ι : ℝ) ≠ 0 := by
      exact_mod_cast (show Fintype.card ι ≠ 0 by omega)
    have hmem : uniform (univ : Finset ι) ∈ stdSimplex ℝ ι := by
      refine ⟨fun i => ?_, ?_⟩
      · simp only [uniform, Finset.mem_univ, if_true]
        positivity
      · simp only [uniform, Finset.mem_univ, if_true, Finset.sum_const, nsmul_eq_mul,
          Finset.card_univ]
        exact mul_one_div_cancel hM
    have h1 := hmin _ hmem
    have hE := energy_uniform U (S := (univ : Finset ι)) ⟨i₀, Finset.mem_univ _⟩
    rw [Finset.card_univ] at hE
    have hpos : 0 < energy U (uniform (univ : Finset ι)) := lt_of_lt_of_le (by positivity) h1
    rw [div_le_iff₀ (by positivity)] at h1
    have h2 : (Fintype.card ι : ℝ) ≤ (k : ℝ) + 1 :=
      le_of_mul_le_mul_left (by linarith) hpos
    have h3 : Fintype.card ι ≤ k + 1 := by exact_mod_cast h2
    omega
  · intro hkM p hp
    have h1 := energy_lower_bound hU (S := (univ : Finset ι)) hp.2
      fun i hi => absurd (Finset.mem_univ i) hi
    rw [Finset.card_univ, ← hkM] at h1
    push_cast at h1
    exact h1
```

Subtracting the minimum, a step not formalised here, gives the energy by which $n_k$ still lies above it,
$$E(n_k)-\frac{U}{2M}=\frac U2\left(\frac1{k+1}-\frac1M\right).$$
While $k+1$ is much smaller than $M$, this falls roughly as $1/(k+1)$ and not geometrically. In this finite, non-hopping model, an exact line search in a self-consistent-field iteration can therefore still converge slowly over many steps, before it reaches the minimum after $M-1$ of them.

## A trajectory for every number of sites

Number the sites $0,\dots,N$, so that $M=N+1$, and fill them in order. After $k\le N$ steps the occupied set is $\{0,\dots,k\}$.

```lean
/-- The sites with number at most `k` in a row of `N+1` sites numbered from `0`. -/
def firstSites (N k : ℕ) : Finset (Fin (N + 1)) := univ.filter fun i => i.val ≤ k
```

The start is a unit charge on site $0$. For $k+1\le N$, site $k+1$ is empty after $k$ steps, and adding it is an allowed step by the converse half of the equivalence. Trajectories as defined above therefore exist for every $M\ge1$.

```lean
/-- Filling a row of `N+1` sites in order, with equal occupations of the sites `0, …, k` after
`k` steps, is an optimal-damping trajectory. -/
theorem isTrajectory_witness {U : ℝ} (hU : 0 < U) (N : ℕ) :
    IsTrajectory U (0 : Fin (N + 1)) (fun k => uniform (firstSites N k)) := by
  refine ⟨?_, fun k hk => ?_⟩
  · have h0 : firstSites N 0 = {0} := by
      ext i
      simp only [firstSites, Finset.mem_filter, Finset.mem_univ, true_and,
        Finset.mem_singleton, Fin.ext_iff, Fin.val_zero]
      omega
    show uniform (firstSites N 0) = _
    rw [h0]
    ext i
    simp [uniform, Pi.single_apply]
  · rw [Fintype.card_fin] at hk
    have hnot : (⟨k + 1, hk⟩ : Fin (N + 1)) ∉ firstSites N k := by simp [firstSites]
    have hne : (firstSites N k).Nonempty := ⟨0, by simp [firstSites]⟩
    have hnu : firstSites N k ≠ univ := fun h => hnot (by rw [h]; exact Finset.mem_univ _)
    have hins : firstSites N (k + 1) = insert ⟨k + 1, hk⟩ (firstSites N k) := by
      ext i
      simp only [firstSites, Finset.mem_filter, Finset.mem_univ, true_and,
        Finset.mem_insert, Fin.ext_iff]
      omega
    exact (isStep_uniform_iff hU hne hnu _).2 ⟨⟨k + 1, hk⟩, hnot, congrArg uniform hins⟩

end

end EquivalentSites
```

```lean
#print axioms EquivalentSites.hasDerivAt_energy
-- 'EquivalentSites.hasDerivAt_energy' depends on axioms: [propext, Classical.choice, Quot.sound]
#print axioms EquivalentSites.isStep_uniform_iff
-- 'EquivalentSites.isStep_uniform_iff' depends on axioms: [propext, Classical.choice, Quot.sound]
#print axioms EquivalentSites.minimum_reached_iff
-- 'EquivalentSites.minimum_reached_iff' depends on axioms: [propext, Classical.choice, Quot.sound]
```
